# Single spin flips within the singly occupied orbitals of a high-spin reference span a spin-complete space

**Q:** Show me the mechanism in the smallest case with something to mix.

**A:** Take two orbitals, each holding one up electron, and call this state ψ. Write a(p↑) for an annihilator, a†(p↓) for a creator, and

D_pq = a†(p↓) a(q↑)

for the flip that takes an up electron from q and puts a down electron in p. D_12 ψ and D_21 ψ are closed-shell singlets, so S² gives zero. The open-shell flips are coupled:

S² D_11 ψ = S² D_22 ψ = D_11 ψ + D_22 ψ

The sum has S² = 2 (triplet), the difference S² = 0 (singlet). Each determinant's spin partner is also a single flip.

**Q:** And for n orbitals?

**A:** Let all n up orbitals be filled and all n down orbitals empty: a†(p↑)ψ = 0 and a(p↓)ψ = 0. First raise the spin with S₊ = Σ_r a†(r↑)a(r↓). Since a(r↓)a(q↑)ψ = −a(q↑)a(r↓)ψ = 0,

a(r↓) D_pq ψ = δ_rp a(q↑)ψ

S₊ D_pq ψ = a†(p↑)a(q↑)ψ = δ_pq ψ − a(q↑)a†(p↑)ψ = δ_pq ψ

Next count electrons. The reference satisfies a†(r↑)a(r↑)ψ = ψ − a(r↑)a†(r↑)ψ = ψ. Moving this number operator past a†(p↓) costs two signs, and moving it past a(q↑) subtracts one if r = q:

a†(r↑)a(r↑) D_pq ψ = (1 − δ_qr) D_pq ψ

a†(r↓)a(r↓) D_pq ψ = δ_rp D_pq ψ

Half the difference of the sums over r is S_z D_pq ψ = (n/2 − 1) D_pq ψ. With S₋ = Σ_r a†(r↓)a(r↑) we have S₋ψ = Σ_r D_rr ψ, so S² = S₋S₊ + S_z² + S_z gives

S² D_pq ψ = (n/2)(n/2 − 1) D_pq ψ + δ_pq Σ_r D_rr ψ

**Q:** That is one determinant. What about a general state?

**A:** Let C be a matrix of amplitudes and Φ(C) = Σ_pq C_pq D_pq ψ. By linearity,

S² Φ(C) = (n/2)(n/2 − 1) Φ(C) + tr C · Φ(1)

A traceless C therefore gives the lower eigenvalue. For C = 1 the trace is n, and the eigenvalue becomes (n/2)(n/2 − 1) + n = (n/2)(n/2 + 1). For n > 0, every C is a traceless part plus (tr C / n)·1.

**Q:** Put numbers in.

**A:** Take n = 3, normalised ψ, and the single determinant D_11 ψ. Its amplitude matrix splits as

diag(1, 0, 0) = diag(2/3, −1/3, −1/3) + (1/3)·1

The squared norms of the two parts are 2/3 and 1/3, with S² equal to 3/4 (doublet) and 15/4 (quartet). The mean is 1/2 + 5/4 = 7/4, which agrees with 3/4 + 1 from the formula.

**Q:** Now the formal version. What are the electrons there?

**A:** They enter only through their operator algebra. `CAR n V` consists of linear maps `ann p σ` and `cre p σ` on a complex vector space `V` that obey the anticommutation relations. Up and down electrons share the same spatial orbitals.

```lean
import Mathlib

open Finset

namespace SpinFlipCompleteness

noncomputable section

/-- The two spin projections of an electron. -/
inductive Spin
  | up
  | down
  deriving DecidableEq

open Spin

/-- Annihilators `ann p σ` and creators `cre p σ` for `n` spatial orbitals, acting on `V` and
obeying the canonical anticommutation relations. -/
structure CAR (n : ℕ) (V : Type*) [AddCommGroup V] [Module ℂ V] where
  ann : Fin n → Spin → V →ₗ[ℂ] V
  cre : Fin n → Spin → V →ₗ[ℂ] V
  ann_ann : ∀ p q σ τ x, ann p σ (ann q τ x) = -ann q τ (ann p σ x)
  cre_cre : ∀ p q σ τ x, cre p σ (cre q τ x) = -cre q τ (cre p σ x)
  ann_cre : ∀ p q σ τ x,
    ann p σ (cre q τ x) = (if p = q ∧ σ = τ then x else 0) - cre q τ (ann p σ x)
```

**Q:** Nothing says that `cre` is the adjoint of `ann`.

**A:** No, and `V` has no inner product. The derivation never used one; only my norms in the numerical example did. The spin operators are the usual sums, with ħ = 1, and `sSq` is S_x² + S_y² + S_z² rewritten with ladder operators.

```lean
namespace CAR

variable {n : ℕ} {V : Type*} [AddCommGroup V] [Module ℂ V] (F : CAR n V) {ψ : V}

/-- The spin raising operator. -/
def sPlus : V →ₗ[ℂ] V := ∑ p, F.cre p up ∘ₗ F.ann p down

/-- The spin lowering operator. -/
def sMinus : V →ₗ[ℂ] V := ∑ p, F.cre p down ∘ₗ F.ann p up

/-- The spin projection: half the number of up electrons minus down electrons. -/
def sz : V →ₗ[ℂ] V :=
  (1 / 2 : ℂ) • ∑ p, (F.cre p up ∘ₗ F.ann p up - F.cre p down ∘ₗ F.ann p down)

/-- The total spin operator `S² = S₋ S₊ + Sz² + Sz`. -/
def sSq : V →ₗ[ℂ] V := F.sMinus ∘ₗ F.sPlus + F.sz ∘ₗ F.sz + F.sz
```

**Q:** And the reference and the flip space?

**A:** `spinFlip p q` is D_pq. `HighSpin ψ` holds the two conditions: by Pauli exclusion, a filled orbital is one in which creation gives zero. `flipState ψ C` is Φ(C), and its range is the single-flip space. All n orbitals are active, so there is no doubly occupied core and no virtual orbital.

```lean
/-- The single spin flip that moves an electron from `q` up to `p` down. -/
def spinFlip (p q : Fin n) : V →ₗ[ℂ] V := F.cre p down ∘ₗ F.ann q up

/-- The high-spin reference: every up orbital is filled and every down orbital is empty. -/
structure HighSpin (ψ : V) : Prop where
  filled : ∀ p, F.cre p up ψ = 0
  empty : ∀ p, F.ann p down ψ = 0

/-- The spin-flip state with amplitudes `C p q`, as a linear function of the amplitudes. -/
def flipState (ψ : V) : Matrix (Fin n) (Fin n) ℂ →ₗ[ℂ] V where
  toFun C := ∑ p, ∑ q, C p q • F.spinFlip p q ψ
  map_add' A B := by simp [add_smul, Finset.sum_add_distrib]
  map_smul' t A := by simp [Finset.smul_sum, mul_smul]
```

**Q:** Does the fully filled condition matter, or is it convenience?

**A:** It matters. Take three orbitals with up electrons only in 1 and 2, so that `filled` fails for orbital 3. Then D_31 ψ has orbital 3 down and orbital 2 up. S² couples it to the determinant with 3 up and 2 down, but every single flip of this ψ leaves its remaining up electron in 1 or 2. The partner is missing, S² leads out of the space, and spin completeness fails.

**Q:** Then show me that the proof follows your derivation.

**A:** `cre_ann` is the mixed relation with the creator on the left. In `sPlus_spinFlip`, the step `hr` evaluates each term r of S₊, and only r = p with p = q survives.

```lean
/-- The mixed anticommutation relation, solved for the creator standing on the left. -/
theorem cre_ann (p q : Fin n) (σ τ : Spin) (x : V) :
    F.cre q τ (F.ann p σ x) = (if p = q ∧ σ = τ then x else 0) - F.ann p σ (F.cre q τ x) := by
  rw [F.ann_cre p q σ τ x]
  abel

variable {F}

/-- Raising the spin of a single flip returns the reference if the flip stays within one
orbital, and gives zero otherwise. -/
theorem sPlus_spinFlip (h : F.HighSpin ψ) (p q : Fin n) :
    F.sPlus (F.spinFlip p q ψ) = if p = q then ψ else 0 := by
  have hr : ∀ r, F.cre r up (F.ann r down (F.spinFlip p q ψ)) =
      if r = p then (if p = q then ψ else 0) else 0 := by
    intro r
    have hx : F.ann r down (F.ann q up ψ) = 0 := by
      rw [F.ann_ann, h.empty, map_zero, neg_zero]
    change F.cre r up (F.ann r down (F.cre p down (F.ann q up ψ))) = _
    rw [F.ann_cre r p down down, hx]
    by_cases hp : r = p
    · subst hp
      by_cases hq : r = q
      · subst hq
        simp [F.cre_ann, h.filled]
      · simp [F.cre_ann, h.filled, hq, Ne.symm hq]
    · simp [hp]
  simp only [sPlus, LinearMap.sum_apply, LinearMap.comp_apply, hr, Finset.sum_ite_eq',
    Finset.mem_univ, if_true]
```

In `sz_spinFlip`, `hup` and `hdown` are the two occupation counts. The sums then give n − 1 up electrons and one down electron, and `module` finishes the scalar arithmetic.

```lean
/-- A single flip of the reference has spin projection `n/2 - 1`. -/
theorem sz_spinFlip (h : F.HighSpin ψ) (p q : Fin n) :
    F.sz (F.spinFlip p q ψ) = ((n : ℂ) / 2 - 1) • F.spinFlip p q ψ := by
  -- every up orbital except `q` is still occupied
  have hup : ∀ r, F.cre r up (F.ann r up (F.spinFlip p q ψ)) =
      F.spinFlip p q ψ - if q = r then F.spinFlip p q ψ else 0 := by
    intro r
    have e1 : F.ann r up (F.cre p down (F.ann q up ψ)) =
        -F.cre p down (F.ann r up (F.ann q up ψ)) := by
      rw [F.ann_cre r p up down]
      simp
    have e2 : F.cre r up (F.ann r up ψ) = ψ := by
      rw [F.cre_ann r r up up]
      simp [h.filled]
    have e3 : F.cre r up (F.ann q up (F.ann r up ψ)) =
        (if q = r then F.ann r up ψ else 0) - F.ann q up ψ := by
      rw [F.cre_ann q r up up, e2]
      simp
    have e0 : F.spinFlip p q ψ = F.cre p down (F.ann q up ψ) := rfl
    rw [e0, e1, map_neg, F.cre_cre r p up down, neg_neg, F.ann_ann r q up up, map_neg, e3]
    by_cases hq : q = r
    · subst hq
      simp
    · simp [hq]
  -- only the down orbital `p` is occupied
  have hdown : ∀ r, F.cre r down (F.ann r down (F.spinFlip p q ψ)) =
      if r = p then F.spinFlip p q ψ else 0 := by
    intro r
    have hx : F.ann r down (F.ann q up ψ) = 0 := by
      rw [F.ann_ann, h.empty, map_zero, neg_zero]
    have e0 : F.spinFlip p q ψ = F.cre p down (F.ann q up ψ) := rfl
    rw [e0, F.ann_cre r p down down, hx]
    by_cases hp : r = p
    · subst hp
      simp
    · simp [hp]
  simp only [sz, LinearMap.smul_apply, LinearMap.sum_apply, LinearMap.sub_apply,
    LinearMap.comp_apply, hup, hdown, Finset.sum_sub_distrib, Finset.sum_const,
    Finset.card_univ, Fintype.card_fin, Finset.sum_ite_eq, Finset.sum_ite_eq',
    Finset.mem_univ, if_true]
  rw [← Nat.cast_smul_eq_nsmul ℂ]
  module
```

`sSq_spinFlip` inserts both results into S², with `hm` identifying S₋ψ as Σ_r D_rr ψ. `sSq_flipState` extends this to amplitudes: the Kronecker delta collapses the double sum to the trace.

```lean
/-- Total spin acting on a single flip of the high-spin reference:
`S² D_pq ψ = (n/2)(n/2 - 1) D_pq ψ + δ_pq ∑ r, D_rr ψ`. -/
theorem sSq_spinFlip (h : F.HighSpin ψ) (p q : Fin n) :
    F.sSq (F.spinFlip p q ψ) = ((n : ℂ) / 2 * ((n : ℂ) / 2 - 1)) • F.spinFlip p q ψ +
      if p = q then ∑ r, F.spinFlip r r ψ else 0 := by
  have hS : ∀ x, F.sSq x = F.sMinus (F.sPlus x) + F.sz (F.sz x) + F.sz x := fun _ => rfl
  have hm : F.sMinus ψ = ∑ r, F.spinFlip r r ψ := by
    simp only [sMinus, spinFlip, LinearMap.sum_apply]
  rw [hS, sPlus_spinFlip h, sz_spinFlip h, map_smul, sz_spinFlip h]
  split_ifs
  · rw [hm]
    module
  · rw [map_zero]
    module

/-- On a spin-flip state with amplitude matrix `C`, total spin acts as the number
`(n/2)(n/2 - 1)` plus the trace of `C` times the state with unit amplitude matrix. -/
theorem sSq_flipState (h : F.HighSpin ψ) (C : Matrix (Fin n) (Fin n) ℂ) :
    F.sSq (F.flipState ψ C) = ((n : ℂ) / 2 * ((n : ℂ) / 2 - 1)) • F.flipState ψ C +
      C.trace • F.flipState ψ 1 := by
  have h1 : F.flipState ψ 1 = ∑ r, F.spinFlip r r ψ := by
    simp [flipState, Matrix.one_apply, ite_smul]
  rw [h1]
  simp only [flipState, LinearMap.coe_mk, AddHom.coe_mk, map_sum, map_smul, sSq_spinFlip h,
    smul_add, smul_ite, smul_zero, Finset.sum_add_distrib, Finset.sum_ite_eq,
    Finset.mem_univ, if_true]
  congr 1
  · simp only [Finset.smul_sum]
    exact Finset.sum_congr rfl fun p _ => Finset.sum_congr rfl fun q _ => smul_comm _ _ _
  · rw [Matrix.trace, Finset.sum_smul]
    rfl
```

**Q:** What exactly does "spin complete" say in Lean?

**A:** Every x in the single-flip space equals y + z, with y and z in the same space and satisfying the S² equations for spin n/2 − 1 and spin n/2. Either may be zero. For n = 1 the only flip is a doublet and y is zero, as it should be, since spin −1/2 does not exist. The proof uses the splitting of C above; `ht` checks that the first part is traceless, treating n = 0 separately.

```lean
/-- Spin completeness: every vector of the single-flip space is a sum of two vectors of the same
space that satisfy the `S²` eigenvalue equations for spin `n/2 - 1` and spin `n/2`. -/
theorem spin_complete (h : F.HighSpin ψ) :
    ∀ x ∈ LinearMap.range (F.flipState ψ),
      ∃ y ∈ LinearMap.range (F.flipState ψ), ∃ z ∈ LinearMap.range (F.flipState ψ),
        x = y + z ∧ F.sSq y = ((n : ℂ) / 2 * ((n : ℂ) / 2 - 1)) • y ∧
          F.sSq z = ((n : ℂ) / 2 * ((n : ℂ) / 2 + 1)) • z := by
  rintro x ⟨C, rfl⟩
  -- split the amplitudes into a traceless part and a multiple of the identity
  have ht : (C - (C.trace / (n : ℂ)) • (1 : Matrix (Fin n) (Fin n) ℂ)).trace = 0 := by
    rw [Matrix.trace_sub, Matrix.trace_smul, Matrix.trace_one, Fintype.card_fin, smul_eq_mul]
    rcases eq_or_ne n 0 with hn | hn
    · subst hn
      simp [Matrix.trace]
    · rw [div_mul_cancel₀ _ (Nat.cast_ne_zero.mpr hn), sub_self]
  refine ⟨F.flipState ψ (C - (C.trace / (n : ℂ)) • 1), ⟨_, rfl⟩,
    F.flipState ψ ((C.trace / (n : ℂ)) • 1), ⟨_, rfl⟩, ?_, ?_, ?_⟩
  · rw [← map_add, sub_add_cancel]
  · rw [sSq_flipState h, ht, zero_smul, add_zero]
  · rw [map_smul, map_smul, sSq_flipState h, Matrix.trace_one, Fintype.card_fin]
    module
```

**Q:** Can I recognise a low-spin state from its amplitudes?

**A:** Yes, if ψ ≠ 0: Φ(C) satisfies the lower-spin equation exactly when tr C = 0. In the forward direction, tr C · Φ(1) = 0. Applying S₊ gives n · tr C · ψ = 0, so the trace vanishes; for n = 0 it is an empty sum. With ψ = 0 every C would pass. The zero state also satisfies the equation, so the criterion alone does not promise a nonzero state.

```lean
/-- For a nonzero reference, a spin-flip state satisfies the `S²` eigenvalue equation for spin
`n/2 - 1` exactly when its amplitude matrix is traceless. -/
theorem lowSpin_iff_trace_eq_zero (h : F.HighSpin ψ) (hψ : ψ ≠ 0)
    (C : Matrix (Fin n) (Fin n) ℂ) :
    F.sSq (F.flipState ψ C) = ((n : ℂ) / 2 * ((n : ℂ) / 2 - 1)) • F.flipState ψ C ↔
      C.trace = 0 := by
  rw [sSq_flipState h, add_eq_left]
  constructor
  · intro h0
    -- raising the spin turns the unit-amplitude state into `n` times the reference
    have h1 : F.sPlus (F.flipState ψ 1) = (n : ℂ) • ψ := by
      have e : F.flipState ψ 1 = ∑ r, F.spinFlip r r ψ := by
        simp [flipState, Matrix.one_apply, ite_smul]
      rw [e, map_sum]
      simp [sPlus_spinFlip h, Nat.cast_smul_eq_nsmul]
    have h2 := congrArg F.sPlus h0
    rw [map_smul, h1, map_zero, smul_smul] at h2
    rcases mul_eq_zero.mp ((smul_eq_zero.mp h2).resolve_right hψ) with h3 | h3
    · exact h3
    · have hn : n = 0 := Nat.cast_eq_zero.mp h3
      subst hn
      simp [Matrix.trace]
  · intro h0
    rw [h0, zero_smul]

end CAR
```

**Q:** Could these assumptions be empty, with no such operators or reference at all?

**A:** The rest of the file rules that out for every n by building a model on the exterior algebra. `wedge` multiplies by a basis vector, `contract` removes one, and two lemmas give the anticommutation relations that involve `wedge`. That contractions anticommute with each other is already in Mathlib.

```lean
/-- The fermionic Fock space over `n` orbitals with spin, as an exterior algebra. -/
abbrev Fock (n : ℕ) := ExteriorAlgebra ℂ (Fin n × Spin → ℂ)

/-- Exterior multiplication by the basis vector `i`. -/
def wedge {n : ℕ} (i : Fin n × Spin) : Fock n →ₗ[ℂ] Fock n :=
  LinearMap.mulLeft ℂ (ExteriorAlgebra.ι ℂ (Pi.single i 1))

/-- Contraction with the coordinate `i`. -/
def contract {n : ℕ} (i : Fin n × Spin) : Fock n →ₗ[ℂ] Fock n :=
  CliffordAlgebra.contractLeft (LinearMap.proj i)

/-- Exterior multiplications anticommute. -/
theorem wedge_wedge {n : ℕ} (i j : Fin n × Spin) (x : Fock n) :
    wedge i (wedge j x) = -wedge j (wedge i x) := by
  simp only [wedge, LinearMap.mulLeft_apply]
  rw [← mul_assoc, ← mul_assoc, ← neg_mul]
  congr 1
  exact eq_neg_of_add_eq_zero_left (ExteriorAlgebra.ι_add_mul_swap _ _)

/-- Contraction and exterior multiplication obey the mixed anticommutation relation. -/
theorem contract_wedge {n : ℕ} (i j : Fin n × Spin) (x : Fock n) :
    contract i (wedge j x) = (if i = j then x else 0) - wedge j (contract i x) := by
  simp only [contract, wedge, LinearMap.mulLeft_apply]
  rw [CliffordAlgebra.contractLeft_ι_mul]
  change (Pi.single j (1 : ℂ) : Fin n × Spin → ℂ) i • x - wedge j (contract i x) = _
  rw [Pi.single_apply, ite_smul, one_smul, zero_smul]
  rfl
```

`particleHole` counts from the high-spin state: removing an up electron creates a hole, so up annihilators and down creators are multiplications, and the other operators are contractions. The reference is the element 1. Contractions send it to zero, which is `HighSpin`, and it is nonzero because its scalar part is.

```lean
/-- The particle-hole picture: up annihilators and down creators are exterior multiplications,
up creators and down annihilators are contractions. -/
def particleHole (n : ℕ) : CAR n (Fock n) where
  ann p σ := match σ with
    | up => wedge (p, up)
    | down => contract (p, down)
  cre p σ := match σ with
    | up => contract (p, up)
    | down => wedge (p, down)
  ann_ann := by
    rintro p q (_ | _) (_ | _) x
    · exact wedge_wedge _ _ x
    · simp [contract_wedge]
    · simp [contract_wedge]
    · exact CliffordAlgebra.contractLeft_comm ..
  cre_cre := by
    rintro p q (_ | _) (_ | _) x
    · exact CliffordAlgebra.contractLeft_comm ..
    · simp [contract_wedge]
    · simp [contract_wedge]
    · exact wedge_wedge _ _ x
  ann_cre := by
    rintro p q (_ | _) (_ | _) x
    · by_cases h : p = q
      · subst h
        simp [contract_wedge]
      · simp [contract_wedge, h, Ne.symm h]
    · have h := wedge_wedge (p, up) (q, down) x
      simp [h]
    · have h : contract (p, down) (contract (q, up) x) =
          -contract (q, up) (contract (p, down) x) := CliffordAlgebra.contractLeft_comm ..
      simp [h]
    · simp [contract_wedge]

/-- In the particle-hole picture, for any number of orbitals, the unit of the exterior algebra
is a nonzero high-spin reference. -/
theorem highSpin_witness (n : ℕ) :
    (particleHole n).HighSpin (1 : Fock n) ∧ (1 : Fock n) ≠ 0 := by
  refine ⟨⟨fun p => ?_, fun p => ?_⟩, fun h => ?_⟩
  · exact CliffordAlgebra.contractLeft_one ..
  · exact CliffordAlgebra.contractLeft_one ..
  · have h1 := congrArg
      (ExteriorAlgebra.algebraMapInv (R := ℂ) (M := Fin n × Spin → ℂ)) h
    rw [map_one, map_zero] at h1
    exact one_ne_zero h1

end

end SpinFlipCompleteness
```

```lean
#print axioms SpinFlipCompleteness.CAR.spin_complete
#print axioms SpinFlipCompleteness.CAR.lowSpin_iff_trace_eq_zero
```

```
'SpinFlipCompleteness.CAR.spin_complete' depends on axioms: [propext, Classical.choice, Quot.sound]
'SpinFlipCompleteness.CAR.lowSpin_iff_trace_eq_zero' depends on axioms: [propext, Classical.choice, Quot.sound]
```

**Q:** What does this tell someone running a spin-flip calculation?

**A:** If the configuration set is the complete set of single flips within the singly occupied orbitals of one high-spin determinant, with common spatial orbitals for both spins, the truncation leaves out no spin partner. A doubly occupied core, absent from the formal model, carries no spin and does not change this. There is no Hamiltonian here, so the result says nothing about energies or about how good the low-spin states are.
